# Unit site phases that let particle–hole exchange preserve uniform hopping exist exactly on 2-colourable finite graphs

Put spinless fermions on a triangle of sites, with one hopping term of amplitude 1 for each ordered pair of neighbours. Someone who carries over from the open chain the rule that zero chemical potential means half filling gets the wrong density. The one-particle energies are $2,-1,-1$, so the ground state fills two levels out of three.

The rule rests on a particle–hole exchange that leaves the hopping unchanged. Such an exchange replaces each annihilator by the creator on the same site, times a phase, and the phases must have opposite signs on neighbouring sites. Around a triangle this is impossible. For any finite simple graph with amplitude 1 on every edge, suitable phases exist if and only if the sites can be coloured with two colours so that neighbours differ.

In Lean 4 with Mathlib:

```lean
import Mathlib

open ComplexConjugate

namespace ParticleHoleBipartite
```

## Fermionic modes on the sites

Let $V$ be the set of sites. Write $a_p$ for the annihilator and $c_p$ for the creator on site $p$. Textbooks usually write $a_p^\dagger$ for the creator, and many use $c_p$ for the annihilator. The canonical anticommutation relations are

$$\{a_p,a_q\}=0,\qquad \{c_p,c_q\}=0,\qquad \{a_p,c_q\}=\delta_{pq}.$$

`IsCAR a c` states these relations in a ring `A`, which later becomes a complex algebra. No adjoint is defined on `A`, so $c_p$ is tied to $a_p$ by the relations alone. Fock space with $c_p=a_p^\dagger$ is an instance.

```lean
/-- Canonical anticommutation relations for annihilators `a p` and creators `c p`. -/
structure IsCAR {V A : Type*} [DecidableEq V] [Ring A] (a c : V → A) : Prop where
  aa : ∀ p q, a p * a q + a q * a p = 0
  cc : ∀ p q, c p * c q + c q * c p = 0
  ac : ∀ p q, a p * c q + c q * a p = if p = q then 1 else 0
```

For complex amplitudes $t_{pq}$ the hopping operator is

$$H_t(a,c)=\sum_{p,q}t_{pq}\,c_p a_q .$$

The modes are arguments of `hopping`, so the transformed operator is the same expression evaluated on the new modes.

```lean
/-- The hopping operator `∑ t p q • c p a q` with amplitudes `t`. -/
def hopping {V A : Type*} [Fintype V] [Ring A] [Algebra ℂ A]
    (t : V → V → ℂ) (a c : V → A) : A :=
  ∑ p, ∑ q, t p q • (c p * a q)
```

For a graph $G$ with amplitude 1 on every edge, the sum runs over ordered adjacent pairs. Each edge therefore contributes both $c_pa_q$ and $c_qa_p$.

```lean
/-- The sum of `c p a q` over ordered adjacent pairs of a graph. -/
def graphHopping {V A : Type*} [Fintype V] [Ring A]
    (G : SimpleGraph V) [DecidableRel G.Adj] (a c : V → A) : A :=
  ∑ p, ∑ q, if G.Adj p q then c p * a q else 0
```

## Two modes as explicit matrices

The relations have a concrete model. In the occupation basis $|00\rangle,|01\rangle,|10\rangle,|11\rangle$, the first annihilator sends $|10\rangle\to|00\rangle$ and $|11\rangle\to|01\rangle$. The second sends $|01\rangle\to|00\rangle$ and $|11\rangle\to-|10\rangle$, where the minus sign comes from passing the occupied first mode.

```lean
/-- The annihilators of two fermionic modes as 4 × 4 matrices, with the sign string on the
second mode. -/
def twoModes : Fin 2 → Matrix (Fin 4) (Fin 4) ℤ :=
  ![!![0, 0, 1, 0; 0, 0, 0, 1; 0, 0, 0, 0; 0, 0, 0, 0],
    !![0, 1, 0, 0; 0, 0, 0, 0; 0, 0, 0, -1; 0, 0, 0, 0]]
```

The creators are the transposes. All entries are integers, so `decide +kernel` settles the relations by computation, and the ring homomorphism from integer to complex matrices carries them over.

```lean
/-- The matrices `twoModes` and their transposes, read as complex matrices, satisfy the
canonical anticommutation relations. -/
theorem isCAR_witness :
    IsCAR (fun p => (Int.castRingHom ℂ).mapMatrix (twoModes p))
      (fun p => (Int.castRingHom ℂ).mapMatrix (twoModes p).transpose) := by
  -- the relations are decided over the integers and then carried to the complex numbers
  have key : IsCAR twoModes (fun p => (twoModes p).transpose) := by
    constructor <;> decide +kernel
  have lift {M N : Matrix (Fin 4) (Fin 4) ℤ} (h : M = N) :
      (Int.castRingHom ℂ).mapMatrix M = (Int.castRingHom ℂ).mapMatrix N := by rw [h]
  refine ⟨fun p q => ?_, fun p q => ?_, fun p q => ?_⟩
  · simpa only [map_add, map_mul, map_zero] using lift (key.aa p q)
  · simpa only [map_add, map_mul, map_zero] using lift (key.cc p q)
  · by_cases hpq : p = q
    · simpa only [if_pos hpq, map_add, map_mul, map_one] using lift (key.ac p q)
    · simpa only [if_neg hpq, map_add, map_mul, map_zero] using lift (key.ac p q)
```

## The operator determines its amplitudes

Commuting one hopping term with a creator gives

$$[c_pa_q,c_r]=c_p\{a_q,c_r\}-\{c_p,c_r\}a_q=\delta_{qr}\,c_p ,$$

and summing with the amplitudes gives $[H_t,c_r]=\sum_p t_{pr}c_p$. In the proof, `key` is the identity for one term: `noncomm_ring` checks the rearrangement and the relations evaluate the two anticommutators.

```lean
variable {V A : Type*} [Fintype V] [DecidableEq V] [Ring A] [Algebra ℂ A] {a c : V → A}

/-- Under the canonical anticommutation relations, the commutator of the hopping operator with a
creator is a combination of creators, weighted by the amplitudes. -/
theorem hopping_commutator (h : IsCAR a c) (t : V → V → ℂ) (r : V) :
    hopping t a c * c r - c r * hopping t a c = ∑ p, t p r • c p := by
  have key : ∀ p q, c p * a q * c r - c r * (c p * a q) = if q = r then c p else 0 := by
    intro p q
    calc c p * a q * c r - c r * (c p * a q)
        = c p * (a q * c r + c r * a q) - (c p * c r + c r * c p) * a q := by noncomm_ring
      _ = _ := by rw [h.ac, h.cc]; split_ifs <;> simp
  simp only [hopping, Finset.sum_mul, Finset.mul_sum, ← Finset.sum_sub_distrib,
    smul_mul_assoc, mul_smul_comm, ← smul_sub, key]
  simp
```

An anticommutator with $a_s$ then picks out one amplitude:

$$\{a_s,[H_t,c_r]\}=\sum_p t_{pr}\{a_s,c_p\}=t_{sr}\,1 .$$

```lean
/-- Under the canonical anticommutation relations, a further anticommutator with an annihilator
gives a single hopping amplitude times the identity. -/
theorem hopping_amplitude (h : IsCAR a c) (t : V → V → ℂ) (s r : V) :
    a s * (hopping t a c * c r - c r * hopping t a c)
      + (hopping t a c * c r - c r * hopping t a c) * a s = t s r • (1 : A) := by
  rw [hopping_commutator h]
  simp only [Finset.sum_mul, Finset.mul_sum, ← Finset.sum_add_distrib,
    smul_mul_assoc, mul_smul_comm, ← smul_add, h.ac]
  simp
```

If $H_t=H_{t'}$, then $t_{sr}\,1=t'_{sr}\,1$ for all $s,r$. When $1\neq0$ in the algebra, which is the hypothesis `Nontrivial A`, distinct complex numbers give distinct multiples of the identity, and so $t=t'$. An equation between many-body operators has become one equation for each pair of sites.

```lean
/-- For modes obeying the canonical anticommutation relations in a nontrivial algebra, the hopping
operator determines all its amplitudes. -/
theorem hopping_injective [Nontrivial A] (h : IsCAR a c) {t t' : V → V → ℂ}
    (e : hopping t a c = hopping t' a c) : t = t' := by
  funext s r
  have h1 := hopping_amplitude h t s r
  rw [e, hopping_amplitude h t' s r] at h1
  apply (algebraMap ℂ A).injective
  rw [Algebra.algebraMap_eq_smul_one, Algebra.algebraMap_eq_smul_one]
  exact h1.symm
```

## Exchanging particles and holes

Choose complex numbers $z_p$ with $|z_p|=1$ and define new modes

$$a'_p=z_p c_p,\qquad c'_p=\bar z_p a_p .$$

Two new annihilators anticommute because two old creators do, and likewise for the new creators. The mixed relation is

$$\{a'_p,c'_q\}=z_p\bar z_q\{c_p,a_q\}=z_p\bar z_q\,\delta_{pq}=\delta_{pq},$$

where the last equality uses $|z_p|^2=1$. The three `calc` blocks are these three computations.

```lean
omit [Fintype V] in
/-- Exchanging creators and annihilators with unit phases gives modes that again satisfy the
canonical anticommutation relations. -/
theorem particleHole_isCAR (h : IsCAR a c) {z : V → ℂ} (hz : ∀ p, ‖z p‖ = 1) :
    IsCAR (fun p => z p • c p) (fun p => conj (z p) • a p) := by
  refine ⟨fun p q => ?_, fun p q => ?_, fun p q => ?_⟩
  · calc (z p • c p) * (z q • c q) + (z q • c q) * (z p • c p)
        = (z p * z q) • (c p * c q + c q * c p) := by
          simp only [smul_mul_assoc, mul_smul_comm]; module
      _ = 0 := by rw [h.cc, smul_zero]
  · calc (conj (z p) • a p) * (conj (z q) • a q) + (conj (z q) • a q) * (conj (z p) • a p)
        = (conj (z p) * conj (z q)) • (a p * a q + a q * a p) := by
          simp only [smul_mul_assoc, mul_smul_comm]; module
      _ = 0 := by rw [h.aa, smul_zero]
  · calc (z p • c p) * (conj (z q) • a q) + (conj (z q) • a q) * (z p • c p)
        = (z p * conj (z q)) • (a q * c p + c p * a q) := by
          simp only [smul_mul_assoc, mul_smul_comm]; module
      _ = if p = q then 1 else 0 := by
          rw [h.ac]
          by_cases hpq : p = q
          · subst hpq
            simp [Complex.mul_conj, Complex.normSq_eq_norm_sq, hz]
          · simp [hpq, Ne.symm hpq]
```

Now put the new modes into the hopping operator. If $t_{pp}=0$, only terms with $p\ne q$ contribute, and for those $a_pc_q=-c_qa_p$. Hence

$$\sum_{p,q}t_{pq}\,\bar z_p z_q\,a_pc_q=-\sum_{p,q}t_{pq}\,\bar z_pz_q\,c_qa_p=\sum_{p,q}\bigl(-\bar z_q z_p t_{qp}\bigr)c_pa_q ,$$

where the last step renames $p\leftrightarrow q$. The exchange transposes the amplitudes, multiplies them by relative phases and reverses their sign. `Finset.sum_comm` does the renaming, and `hs` is the anticommutation of distinct modes.

```lean
/-- Under the canonical anticommutation relations and without on-site terms, the particle-hole
exchange with factors `z` transposes the amplitudes, multiplies them by `conj (z q) * z p` and
reverses their sign. -/
theorem particleHole_hopping (h : IsCAR a c) {t : V → V → ℂ} (ht : ∀ p, t p p = 0)
    (z : V → ℂ) :
    hopping t (fun p => z p • c p) (fun p => conj (z p) • a p)
      = hopping (fun p q => -(conj (z q) * z p * t q p)) a c := by
  unfold hopping
  rw [Finset.sum_comm]
  refine Finset.sum_congr rfl fun y _ => Finset.sum_congr rfl fun x _ => ?_
  by_cases hxy : x = y
  · subst hxy
    simp [ht]
  · -- distinct modes anticommute, which produces the sign
    have hs : a x * c y = -(c y * a x) :=
      eq_neg_of_add_eq_zero_left (by rw [h.ac, if_neg hxy])
    simp only [smul_mul_assoc, mul_smul_comm, hs]
    module
```

## Opposite phases across every edge

Suppose that $t_{pq}=t_{qp}$, and that $t_{pq}\neq0$ exactly when $p$ and $q$ are adjacent. A simple graph has no loops, so $t_{pp}=0$ and the previous formula applies.

If the hopping is preserved, comparing amplitudes gives $-\bar z_qz_p\,t_{pq}=t_{pq}$. On an edge $t_{pq}$ can be cancelled, and multiplication by $z_q$ gives $z_p=-z_q$. Conversely, if $z_p=-z_q$ on an edge, then $-\bar z_qz_p\,t_{pq}=|z_q|^2t_{pq}=t_{pq}$; off the edges both sides vanish.

In the proof, `hopping_injective` supplies the comparison, `mul_right_cancel₀` cancels the amplitude, and `linear_combination` does the algebra with $z_q\bar z_q=1$.

Symmetry of the amplitudes matters here, and Hermiticity would not do in its place. On a triangle with $t_{12}=t_{23}=t_{31}=i$ and $-i$ in the reverse directions, the choice $z_p=1$ preserves the hopping although the graph is not 2-colourable.

```lean
/-- Let the modes obey the canonical anticommutation relations in a nontrivial algebra. For
symmetric amplitudes that are nonzero exactly on the edges, a particle-hole exchange with unit
phases preserves the hopping operator if and only if the phases are opposite across every edge. -/
theorem particleHole_invariant_iff [Nontrivial A] (h : IsCAR a c) (G : SimpleGraph V)
    {t : V → V → ℂ} (hsymm : ∀ p q, t p q = t q p) (hsupp : ∀ p q, t p q ≠ 0 ↔ G.Adj p q)
    {z : V → ℂ} (hz : ∀ p, ‖z p‖ = 1) :
    hopping t (fun p => z p • c p) (fun p => conj (z p) • a p) = hopping t a c
      ↔ ∀ p q, G.Adj p q → z p = -z q := by
  have ht : ∀ p, t p p = 0 := fun p => by
    by_contra hp
    exact G.loopless.irrefl p ((hsupp p p).1 hp)
  have hu : ∀ p, z p * conj (z p) = 1 := fun p => by
    simp [Complex.mul_conj, Complex.normSq_eq_norm_sq, hz]
  rw [particleHole_hopping h ht]
  constructor
  · intro e p q hpq
    have h1 : -(conj (z q) * z p * t q p) = t p q :=
      congrFun (congrFun (hopping_injective h e) p) q
    rw [hsymm q p] at h1
    apply mul_right_cancel₀ ((hsupp p q).2 hpq)
    linear_combination (-z q) * h1 - z p * t p q * hu q
  · intro hopp
    congr 1
    funext p q
    by_cases hpq : G.Adj p q
    · rw [hopp p q hpq, hsymm q p]
      linear_combination t p q * hu q
    · have h0 : t p q = 0 := by
        by_contra h1
        exact hpq ((hsupp p q).1 h1)
      rw [hsymm q p, h0]
      simp
```

## From phases to colours and back

The phases need not be $\pm1$, because all phases on a connected component can be rotated together. To read off colours, split the nonzero complex numbers into two halves that $w\mapsto-w$ exchanges. One half consists of the numbers with $\operatorname{Re}w>0$, together with those with $\operatorname{Re}w=0$ and $\operatorname{Im}w>0$. The proof goes through the three possible signs of the real part.

```lean
/-- The nonzero complex numbers split into two halves exchanged by `w ↦ -w`. -/
theorem antipodal_split : ∃ P : ℂ → Prop, ∀ w, w ≠ 0 → (P (-w) ↔ ¬ P w) := by
  refine ⟨fun w => 0 < w.re ∨ (w.re = 0 ∧ 0 < w.im), fun w hw => ?_⟩
  simp only [Complex.neg_re, Complex.neg_im]
  rcases lt_trichotomy w.re 0 with h | h | h
  · constructor
    · rintro _ (h' | ⟨h', _⟩) <;> linarith
    · intro _
      left
      linarith
  · have him : w.im ≠ 0 := fun h' => hw (Complex.ext h h')
    rcases lt_or_gt_of_ne him with h' | h'
    · simp [h, h', h'.le]
    · simp [h, not_lt.mpr h'.le, not_le.mpr h']
  · constructor
    · rintro (h' | ⟨h', _⟩) <;> exfalso <;> linarith
    · intro h'
      exact absurd (Or.inl h) h'
```

Given phases that preserve the hopping, colour each site by the half that contains $z_p$. Neighbours have opposite phases and so receive different colours. Given a 2-colouring, set $z_p=1$ on one colour and $z_p=-1$ on the other. These phases have modulus 1 and are opposite across every edge, so the hopping is preserved.

`G.Colorable 2` says that such a colouring by two colours exists; not both colours have to occur. A graph without edges is therefore included, and there any unit phases work.

```lean
/-- Let the modes obey the canonical anticommutation relations in a nontrivial algebra. For
symmetric amplitudes that are nonzero exactly on the edges, unit phases making the particle-hole
exchange a symmetry of the hopping exist if and only if the graph is 2-colourable. -/
theorem exists_particleHole_iff_colorable [Nontrivial A] (h : IsCAR a c) (G : SimpleGraph V)
    {t : V → V → ℂ} (hsymm : ∀ p q, t p q = t q p) (hsupp : ∀ p q, t p q ≠ 0 ↔ G.Adj p q) :
    (∃ z : V → ℂ, (∀ p, ‖z p‖ = 1) ∧
      hopping t (fun p => z p • c p) (fun p => conj (z p) • a p) = hopping t a c)
      ↔ G.Colorable 2 := by
  classical
  constructor
  · rintro ⟨z, hz, e⟩
    have hopp := (particleHole_invariant_iff h G hsymm hsupp hz).1 e
    obtain ⟨P, hP⟩ := antipodal_split
    -- colour each site by the half in which its phase lies
    refine ⟨SimpleGraph.Coloring.mk (fun p => if P (z p) then (0 : Fin 2) else 1) ?_⟩
    intro p q hpq
    have k := hP (z q) (fun h0 => by simpa [h0] using hz q)
    rw [← hopp p q hpq] at k
    by_cases hq : P (z q) <;> simp [k, hq]
  · rintro ⟨C⟩
    have hsign : ∀ x y : Fin 2, x ≠ y →
        (if x = 0 then (1 : ℂ) else -1) = -(if y = 0 then (1 : ℂ) else -1) := by
      intro x y
      fin_cases x <;> fin_cases y <;> simp
    have hz : ∀ p, ‖(if C p = 0 then (1 : ℂ) else -1)‖ = 1 := by
      intro p
      split_ifs <;> simp
    exact ⟨fun p => if C p = 0 then 1 else -1, hz,
      (particleHole_invariant_iff h G hsymm hsupp hz).2
        fun p q hpq => hsign _ _ (C.valid hpq)⟩
```

The sum over adjacent pairs is the case $t_{pq}=1$ on edges and $t_{pq}=0$ elsewhere. These amplitudes are symmetric and have the required support.

In words, the final theorem takes a finite set of sites, modes obeying the anticommutation relations in a complex algebra with $1\ne0$, and a simple graph on the sites. It states that unit complex numbers $z_p$ for which $a_p\to z_pc_p$, $c_p\to\bar z_pa_p$ leaves the sum unchanged exist if and only if the graph is 2-colourable.

```lean
/-- For modes obeying the canonical anticommutation relations in a nontrivial algebra, unit phases
for which the particle-hole exchange preserves the sum of `c p a q` over ordered adjacent pairs
exist if and only if the graph is 2-colourable. -/
theorem graph_particleHole_iff_colorable [Nontrivial A] (h : IsCAR a c)
    (G : SimpleGraph V) [DecidableRel G.Adj] :
    (∃ z : V → ℂ, (∀ p, ‖z p‖ = 1) ∧
      graphHopping G (fun p => z p • c p) (fun p => conj (z p) • a p) = graphHopping G a c)
      ↔ G.Colorable 2 := by
  have hg : ∀ b d : V → A,
      graphHopping G b d = hopping (fun p q => if G.Adj p q then 1 else 0) b d := by
    intro b d
    simp [graphHopping, hopping, ite_smul]
  simp only [hg]
  exact exists_particleHole_iff_colorable h G
    (fun p q => by simp [G.adj_comm p q]) (fun p q => by simp)

end ParticleHoleBipartite
```

```lean
#print axioms ParticleHoleBipartite.particleHole_isCAR
#print axioms ParticleHoleBipartite.exists_particleHole_iff_colorable
#print axioms ParticleHoleBipartite.graph_particleHole_iff_colorable
```

```
'ParticleHoleBipartite.particleHole_isCAR' depends on axioms: [propext, Classical.choice, Quot.sound]
'ParticleHoleBipartite.exists_particleHole_iff_colorable' depends on axioms: [propext, Classical.choice, Quot.sound]
'ParticleHoleBipartite.graph_particleHole_iff_colorable' depends on axioms: [propext, Classical.choice, Quot.sound]
```

## From an operator identity to half filling

The theorem compares two operator expressions. To speak of a symmetry of a quantum system, one also needs a unitary operator on Fock space that carries out the replacement of the modes. Such a unitary takes each occupation $n_p=c_pa_p$ to $1-n_p$. If the replacement also preserves the hopping, the thermal density at zero chemical potential is one half on every site.

In tight-binding calculations with orthonormal orbitals, for finite, non-interacting systems with real symmetric amplitudes and no on-site energies, 2-colourability of the graph of nonzero amplitudes thus decides whether this exchange is available. The theorem concerns only exchanges that keep each mode on its own site. Interactions and exchanges that mix or permute sites need a separate argument.
